# T-moves preserve the lowest eigenvalue of a real symmetric matrix exactly when some ground vector φ has equal φ/ψ across every deleted link

## Zeros of the guiding vector

A T-move divides by the guiding vector $\psi$, so a model must settle what happens where $\psi$ vanishes. Here $H$ is a finite real matrix, and the link between sites $x\ne y$ is deleted when $w_{xy}=\psi_xH_{xy}\psi_y>0$. Both ends of a deleted link then have nonzero $\psi$, and in the matrix $G$ defined below only deleted links involve a quotient. Zeros of $\psi$ are therefore allowed, and elements touching them stay as they are.

The T-move matrix $G$ has zeros on deleted links and otherwise the off-diagonal elements of $H$. Its diagonal is
$$G_{xx}=H_{xx}+\sum_{y\text{ deleted from }x}H_{xy}\psi_y/\psi_x .$$

## Where the rule acts in a DMC step

In diffusion Monte Carlo with a nonlocal pseudopotential, the rule acts only on the nonlocal part, and in this section $H_{xy}$ stands for an element of that part. The matrix model applies the rule to every off-diagonal element of $H$. For a walker at $x$, the code evaluates $H_{xy}\psi_y/\psi_x$ at quadrature points $y$ around each core. To first order in the time step $\tau$, a negative value gives a hop to $y$ with weight $-\tau H_{xy}\psi_y/\psi_x$, against weight 1 for staying. A positive value gives no hop. Values of both signs enter the local energy that sets the walker's weight.

## The criterion

Let $H$ be symmetric, with lowest eigenvalue $E$, and let $F$ be the lowest eigenvalue of $G$. Then $F=E$ if and only if some nonzero $\varphi$ satisfies $H\varphi=E\varphi$ and $\varphi_x/\psi_x=\varphi_y/\psi_y$ on every deleted link. In this finite model, the error $F-E$ can thus vanish for an inexact guiding vector.

In Lean, `Deleted` is the sign condition, `tmove H ψ` is $G$, and `IsGroundEnergy A E` says that $E$ is the least real eigenvalue of $A$. The hypotheses `hE` and `hF` name the two energies. The model contains neither continuous space nor time-step error. If the sites are configurations of labelled electrons, $E$ is the lowest eigenvalue over all permutation symmetries and can lie below the fermionic ground energy. A basis of antisymmetrized states avoids this.

## Energy as a sum of squared jumps

For any vector $v$, put $r_x=v_x/\psi_x$ at the ends of deleted links. Then
$$(Gv-Hv)_x=\sum_{y\text{ deleted}}\left(H_{xy}\frac{\psi_y}{\psi_x}v_x-H_{xy}v_y\right)=\sum_{y\text{ deleted}}H_{xy}\psi_y(r_x-r_y).$$
Multiply by $v_x=\psi_xr_x$ and sum over $x$. Since $w_{xy}=w_{yx}$, averaging with the sum in which $x$ and $y$ are exchanged gives
$$v\cdot Gv-v\cdot Hv=\tfrac12\sum_{(x,y)\text{ deleted}}w_{xy}(r_x-r_y)^2\ge0 .$$

Expanding $v=\sum_kc_ku_k$ in orthonormal eigenvectors of $H$, with eigenvalues $e_k$, gives $v\cdot Hv=\sum_ke_kc_k^2\ge E\,v\cdot v$.

Let $Gg=Fg$ with $g\ne0$. Then $F\,g\cdot g=g\cdot Gg\ge g\cdot Hg\ge E\,g\cdot g$, so $F\ge E$. If $F=E$, the sum of squares for $g$ is zero. Every weight is positive, so every jump vanishes, hence $Hg=Gg=Eg$ and $\varphi=g$ works. Conversely, a jump-free ground vector $\varphi$ of $H$ satisfies $G\varphi=H\varphi=E\varphi$, so $F\le E$.

If $\psi$ vanishes nowhere and the deleted links connect all sites, $\varphi/\psi$ is constant. The criterion becomes $H\psi=E\psi$.

## Three sites by hand

Number the sites 0, 1, 2 and take $\psi=(1,1,1)$ with
$$H=\begin{pmatrix}0&1&-2\\1&0&-2\\-2&-2&-1\end{pmatrix},\qquad G=\begin{pmatrix}1&0&-2\\0&1&-2\\-2&-2&-1\end{pmatrix}.$$
Only the link 0–1 is deleted. Both matrices send $(1,1,2)$ to $-3(1,1,2)$; the normalised vector is $(1,1,2)/\sqrt6$. No eigenvalue is lower, because
$$u\cdot Hu+3u\cdot u=2(u_2-u_0-u_1)^2+(u_0-u_1)^2,$$
$$u\cdot Gu+3u\cdot u=(2u_0-u_2)^2+(2u_1-u_2)^2 .$$
Yet $H\psi=(-1,-1,-5)$, so $\psi$ is not an eigenvector. Site 2 has no deleted link, so the connected criterion does not apply.

## The Lean file

```lean
import Mathlib

open Matrix

namespace TMoveExactness

noncomputable section

variable {n : Type*} [Fintype n] [DecidableEq n]

/-- The link between distinct sites `x` and `y` is deleted when `ψ x * H x y * ψ y` is positive. -/
def Deleted (H : Matrix n n ℝ) (ψ : n → ℝ) (x y : n) : Prop :=
  x ≠ y ∧ 0 < ψ x * H x y * ψ y

open scoped Classical in
/-- The T-move matrix: deleted off-diagonal elements are set to zero and `H x z * ψ z / ψ x` is
added to the diagonal for each of them. The quotient enters only on deleted links, where
`ψ x` is nonzero. -/
def tmove (H : Matrix n n ℝ) (ψ : n → ℝ) : Matrix n n ℝ := fun x y =>
  if x = y then H x x + ∑ z, (if Deleted H ψ x z then H x z * ψ z / ψ x else 0)
  else if Deleted H ψ x y then 0 else H x y

/-- `E` is the lowest eigenvalue of the matrix `A`. -/
def IsGroundEnergy (A : Matrix n n ℝ) (E : ℝ) : Prop :=
  IsLeast {e : ℝ | ∃ v : n → ℝ, v ≠ 0 ∧ A *ᵥ v = e • v} E

omit [DecidableEq n] in
/-- A nonzero real vector has positive squared norm. -/
lemma dot_self_pos {v : n → ℝ} (hv : v ≠ 0) : 0 < v ⬝ᵥ v :=
  lt_of_le_of_ne (Finset.sum_nonneg fun i _ => mul_self_nonneg (v i))
    (fun h => hv (dotProduct_self_eq_zero.1 h.symm))

/-- Variational principle: the energy expectation of a real symmetric matrix is at least its
lowest eigenvalue times the squared norm. -/
theorem variational_bound {A : Matrix n n ℝ} (hA : A.IsSymm) {E : ℝ}
    (hE : IsGroundEnergy A E) (v : n → ℝ) : E * (v ⬝ᵥ v) ≤ v ⬝ᵥ A *ᵥ v := by
  have hmul : ∀ u : n → ℝ, (A - E • (1 : Matrix n n ℝ)) *ᵥ u = A *ᵥ u - E • u := by
    intro u
    rw [Matrix.sub_mulVec, Matrix.smul_mulVec, Matrix.one_mulVec]
  have hB : (A - E • (1 : Matrix n n ℝ)).IsHermitian := by
    change (A - E • (1 : Matrix n n ℝ))ᴴ = _
    rw [Matrix.conjTranspose_eq_transpose_of_trivial]
    simp [hA.eq]
  -- the shifted matrix has no negative eigenvalue
  have hP : (A - E • (1 : Matrix n n ℝ)).PosSemidef := by
    refine hB.posSemidef_iff_eigenvalues_nonneg.2 fun j => ?_
    have hu := hB.mulVec_eigenvectorBasis j
    rw [hmul] at hu
    have hne : (hB.eigenvectorBasis j).ofLp ≠ 0 := by
      intro h
      apply hB.eigenvectorBasis.orthonormal.ne_zero j
      ext i
      exact congrFun h i
    have hle : E ≤ hB.eigenvalues j + E :=
      hE.2 ⟨_, hne, by rw [add_smul]; exact sub_eq_iff_eq_add.1 hu⟩
    change 0 ≤ hB.eigenvalues j
    linarith
  have h := hP.dotProduct_mulVec_nonneg v
  rw [star_trivial, hmul, dotProduct_sub, dotProduct_smul, smul_eq_mul] at h
  linarith

open scoped Classical in
/-- At each site `x` the T-move matrix and `H` differ in their action on `v` by the sum, over
deleted links to `y`, of the jumps of `v / ψ` weighted by `H x y * ψ y`. -/
theorem tmove_action (H : Matrix n n ℝ) (ψ v : n → ℝ) (x : n) :
    (tmove H ψ *ᵥ v) x - (H *ᵥ v) x =
      ∑ y, if Deleted H ψ x y then H x y * ψ y * (v x / ψ x - v y / ψ y) else 0 := by
  have hG : ∀ y, tmove H ψ x y * v y = H x y * v y
      - (if Deleted H ψ x y then H x y * v y else 0)
      + (if x = y then
          (∑ z, if Deleted H ψ x z then H x z * ψ z / ψ x else 0) * v x else 0) := by
    intro y
    by_cases h : x = y
    · subst h
      have hd : ¬ Deleted H ψ x x := fun h => h.1 rfl
      simp only [tmove, if_true, if_neg hd]
      ring
    · by_cases d : Deleted H ψ x y <;> simp [tmove, h, d]
  have key : (∑ y, if Deleted H ψ x y then H x y * ψ y * (v x / ψ x - v y / ψ y) else 0)
      = (∑ z, if Deleted H ψ x z then H x z * ψ z / ψ x else 0) * v x
        - ∑ y, if Deleted H ψ x y then H x y * v y else 0 := by
    rw [Finset.sum_mul, ← Finset.sum_sub_distrib]
    refine Finset.sum_congr rfl fun y _ => ?_
    by_cases d : Deleted H ψ x y
    · have hy : ψ y ≠ 0 := right_ne_zero_of_mul d.2.ne'
      have e : ψ y * (v y / ψ y) = v y := by field_simp
      simp only [if_pos d]
      linear_combination (-(H x y)) * e
    · simp [d]
  rw [key]
  simp only [Matrix.mulVec, dotProduct, hG, Finset.sum_add_distrib, Finset.sum_sub_distrib,
    Finset.sum_ite_eq, Finset.mem_univ, if_true]
  ring

open scoped Classical in
/-- For symmetric `H`, the energy expectation of `v` in the T-move matrix minus that in `H` is half
the sum, weighted by `ψ x * H x y * ψ y` and taken over ordered deleted links, of the squared jumps
of `v / ψ`. -/
theorem localization_energy {H : Matrix n n ℝ} (hH : H.IsSymm) (ψ v : n → ℝ) :
    v ⬝ᵥ tmove H ψ *ᵥ v - v ⬝ᵥ H *ᵥ v = (1 / 2) * ∑ x, ∑ y,
      if Deleted H ψ x y then ψ x * H x y * ψ y * (v x / ψ x - v y / ψ y) ^ 2 else 0 := by
  let f : n → n → ℝ := fun x y => if Deleted H ψ x y then
    ψ x * H x y * ψ y * (v x / ψ x * (v x / ψ x - v y / ψ y)) else 0
  have h1 : v ⬝ᵥ tmove H ψ *ᵥ v - v ⬝ᵥ H *ᵥ v = ∑ x, ∑ y, f x y := by
    rw [← dotProduct_sub]
    simp only [dotProduct, Pi.sub_apply, tmove_action, Finset.mul_sum]
    refine Finset.sum_congr rfl fun x _ => Finset.sum_congr rfl fun y _ => ?_
    by_cases d : Deleted H ψ x y
    · have hx : ψ x ≠ 0 := left_ne_zero_of_mul (left_ne_zero_of_mul d.2.ne')
      have e : ψ x * (v x / ψ x) = v x := by field_simp
      simp only [f, if_pos d]
      linear_combination (-(H x y * ψ y * (v x / ψ x - v y / ψ y))) * e
    · simp [f, d]
  -- exchange the two ends of each link and average
  have h2 : ∑ x, ∑ y, f x y = ∑ x, ∑ y, f y x := Finset.sum_comm
  have h3 : (∑ x, ∑ y, if Deleted H ψ x y then
      ψ x * H x y * ψ y * (v x / ψ x - v y / ψ y) ^ 2 else 0)
      = ∑ x, ∑ y, f x y + ∑ x, ∑ y, f y x := by
    simp only [← Finset.sum_add_distrib]
    refine Finset.sum_congr rfl fun x _ => Finset.sum_congr rfl fun y _ => ?_
    have hs : H y x = H x y := hH.apply x y
    have hd : Deleted H ψ y x ↔ Deleted H ψ x y := by
      unfold Deleted
      rw [hs, ne_comm, show ψ y * H x y * ψ x = ψ x * H x y * ψ y by ring]
    by_cases d : Deleted H ψ x y
    · simp only [f, if_pos d, if_pos (hd.2 d), hs]
      ring
    · simp only [f, if_neg d, if_neg (fun h => d (hd.1 h)), add_zero]
  rw [h3, ← h2, h1]
  ring

/-- For symmetric `H`, the lowest eigenvalues of the T-move matrix and of `H` coincide exactly when
some ground vector `φ` of `H` has the same ratio `φ / ψ` at both ends of every deleted link. -/
theorem ground_energies_eq_iff {H : Matrix n n ℝ} (hH : H.IsSymm) (ψ : n → ℝ) {E F : ℝ}
    (hE : IsGroundEnergy H E) (hF : IsGroundEnergy (tmove H ψ) F) :
    F = E ↔ ∃ φ : n → ℝ, φ ≠ 0 ∧ H *ᵥ φ = E • φ ∧
      ∀ x y, Deleted H ψ x y → φ x / ψ x = φ y / ψ y := by
  classical
  -- without jumps, both matrices act identically
  have agree : ∀ v : n → ℝ, (∀ x y, Deleted H ψ x y → v x / ψ x = v y / ψ y) →
      tmove H ψ *ᵥ v = H *ᵥ v := by
    intro v hv
    funext x
    refine sub_eq_zero.1 ((tmove_action H ψ v x).trans (Finset.sum_eq_zero fun y _ => ?_))
    by_cases d : Deleted H ψ x y
    · rw [if_pos d, hv x y d, sub_self, mul_zero]
    · rw [if_neg d]
  obtain ⟨g, hg, hgF⟩ := hF.1
  have hpos := dot_self_pos hg
  have hvar := variational_bound hH hE g
  have hen := localization_energy hH ψ g
  rw [hgF, dotProduct_smul, smul_eq_mul] at hen
  have hterm : ∀ x y, 0 ≤ (if Deleted H ψ x y then
      ψ x * H x y * ψ y * (g x / ψ x - g y / ψ y) ^ 2 else 0) := by
    intro x y
    split_ifs with d
    · exact mul_nonneg d.2.le (sq_nonneg _)
    · exact le_rfl
  have hrow := fun x => Finset.sum_nonneg fun y (_ : y ∈ Finset.univ) => hterm x y
  have hsum := Finset.sum_nonneg fun x (_ : x ∈ Finset.univ) => hrow x
  constructor
  · intro hFE
    rw [hFE] at hen hgF
    -- equal energies leave no room for a jump in the ground vector of the T-move matrix
    have hzero := le_antisymm (by linarith) hsum
    have hj : ∀ x y, Deleted H ψ x y → g x / ψ x = g y / ψ y := by
      intro x y d
      have hx := (Finset.sum_eq_zero_iff_of_nonneg fun x _ => hrow x).1 hzero x
        (Finset.mem_univ x)
      have hy := (Finset.sum_eq_zero_iff_of_nonneg fun y _ => hterm x y).1 hx y
        (Finset.mem_univ y)
      rw [if_pos d] at hy
      exact sub_eq_zero.1 (pow_eq_zero_iff two_ne_zero |>.1
        ((mul_eq_zero.1 hy).resolve_left d.2.ne'))
    exact ⟨g, hg, (agree g hj).symm.trans hgF, hj⟩
  · rintro ⟨φ, hφ, hφE, hj⟩
    refine le_antisymm (hF.2 ⟨φ, hφ, (agree φ hj).trans hφE⟩) ?_
    exact le_of_mul_le_mul_right (by linarith) hpos

/-- If `H` is symmetric, `ψ` vanishes nowhere and the deleted links connect all sites, the lowest
eigenvalues coincide exactly when `ψ` is itself a ground vector of `H`. -/
theorem ground_energies_eq_iff_of_connected {H : Matrix n n ℝ} (hH : H.IsSymm) {ψ : n → ℝ}
    (hψ : ∀ x, ψ x ≠ 0) (hc : ∀ x y, Relation.ReflTransGen (Deleted H ψ) x y) {E F : ℝ}
    (hE : IsGroundEnergy H E) (hF : IsGroundEnergy (tmove H ψ) F) :
    F = E ↔ H *ᵥ ψ = E • ψ := by
  rw [ground_energies_eq_iff hH ψ hE hF]
  constructor
  · rintro ⟨φ, hφ, hφE, hj⟩
    obtain ⟨a, ha⟩ := Function.ne_iff.1 hφ
    have hconst : ∀ y, φ a / ψ a = φ y / ψ y := by
      intro y
      induction hc a y with
      | refl => rfl
      | tail _ d ih => exact ih.trans (hj _ _ d)
    -- the ground vector is a multiple of the guiding vector
    have hmul : φ = (φ a / ψ a) • ψ := by
      funext y
      rw [Pi.smul_apply, smul_eq_mul, hconst y, div_mul_cancel₀ _ (hψ y)]
    have hca : φ a / ψ a ≠ 0 := div_ne_zero ha (hψ a)
    rw [hmul, Matrix.mulVec_smul, smul_comm] at hφE
    exact smul_right_injective (n → ℝ) hca hφE
  · intro h
    obtain ⟨v, hv, _⟩ := hE.1
    obtain ⟨a, _⟩ := Function.ne_iff.1 hv
    exact ⟨ψ, fun h0 => hψ a (congrFun h0 a), h,
      fun x y _ => by rw [div_self (hψ x), div_self (hψ y)]⟩

omit [DecidableEq n] in
/-- An eigenvalue `E` such that `E` times the squared norm bounds every energy expectation from below is the
lowest eigenvalue. -/
lemma isGroundEnergy_of_bound {A : Matrix n n ℝ} {E : ℝ} {v : n → ℝ} (hv : v ≠ 0)
    (h : A *ᵥ v = E • v) (hb : ∀ u : n → ℝ, E * (u ⬝ᵥ u) ≤ u ⬝ᵥ A *ᵥ u) :
    IsGroundEnergy A E := by
  refine ⟨⟨v, hv, h⟩, ?_⟩
  rintro e ⟨u, hu, hue⟩
  have hbu := hb u
  rw [hue, dotProduct_smul, smul_eq_mul] at hbu
  exact le_of_mul_le_mul_right hbu (dot_self_pos hu)

/-- A symmetric three-site Hamiltonian whose only positive off-diagonal elements link the first two
sites. -/
def threeSite : Matrix (Fin 3) (Fin 3) ℝ := !![0, 1, -2; 1, 0, -2; -2, -2, -1]

/-- For the three-site Hamiltonian and the uniform guiding vector, both lowest eigenvalues are
`-3`, although the guiding vector is not an eigenvector. -/
theorem exact_energy_witness :
    IsGroundEnergy threeSite (-3) ∧ IsGroundEnergy (tmove threeSite ![1, 1, 1]) (-3) ∧
      ∀ e : ℝ, threeSite *ᵥ ![1, 1, 1] ≠ e • ![1, 1, 1] := by
  have hne : (![1, 1, 2] : Fin 3 → ℝ) ≠ 0 := fun h => by
    have h0 := congrFun h 0
    norm_num at h0
  have hG : tmove threeSite ![1, 1, 1] = !![1, 0, -2; 0, 1, -2; -2, -2, -1] := by
    ext i j
    fin_cases i <;> fin_cases j <;>
      norm_num [tmove, Deleted, threeSite, Fin.sum_univ_three] <;> simp
  refine ⟨isGroundEnergy_of_bound hne ?_ ?_, ?_, ?_⟩
  · ext i
    fin_cases i <;> norm_num [threeSite, Matrix.mulVec, dotProduct, Fin.sum_univ_succ]
  · intro u
    simp only [threeSite, Matrix.mulVec, dotProduct, Fin.sum_univ_three]
    simp
    nlinarith [sq_nonneg (u 2 - u 0 - u 1), sq_nonneg (u 0 - u 1)]
  · rw [hG]
    refine isGroundEnergy_of_bound hne ?_ ?_
    · ext i
      fin_cases i <;> norm_num [Matrix.mulVec, dotProduct, Fin.sum_univ_succ]
    · intro u
      simp only [Matrix.mulVec, dotProduct, Fin.sum_univ_three]
      simp
      nlinarith [sq_nonneg (2 * u 0 - u 2), sq_nonneg (2 * u 1 - u 2)]
  · intro e h
    have h0 := congrFun h 0
    have h2 := congrFun h 2
    simp [threeSite, Matrix.mulVec, dotProduct, Fin.sum_univ_three] at h0 h2
    linarith

end

end TMoveExactness
```

```lean
#print axioms TMoveExactness.ground_energies_eq_iff
#print axioms TMoveExactness.ground_energies_eq_iff_of_connected
```

```
'TMoveExactness.ground_energies_eq_iff' depends on axioms: [propext, Classical.choice, Quot.sound]
'TMoveExactness.ground_energies_eq_iff_of_connected' depends on axioms: [propext, Classical.choice, Quot.sound]
```

## From the identities to the Lean proof

`tmove_action` proves the sitewise formula by splitting on whether each link is deleted. `localization_energy` exchanges the ends with `Finset.sum_comm` and averages. `variational_bound` shows that $H-E\,1$ has no negative eigenvalue and is therefore positive semidefinite.

In `ground_energies_eq_iff`, `agree` says that $G$ and $H$ act identically on a jump-free vector. For the forward direction, `hzero` makes the sum of squares vanish, and `Finset.sum_eq_zero_iff_of_nonneg` extracts each term. The reverse direction combines the two inequalities by `le_antisymm`.

`ground_energies_eq_iff_of_connected` carries the ratio along chains of deleted links by induction. For `exact_energy_witness`, `isGroundEnergy_of_bound` turns an eigenvector and a lower bound into a lowest eigenvalue, with `dot_self_pos` allowing division by the squared norm. The squares above are the hints given to `nlinarith`.
